# Hill filling on two or more bins: the spread falls to one hill height or less but never converges to zero

In metadynamics with hills of constant height, repulsive hills are added to a bias potential until the free-energy wells are full, and the accumulated bias can then be turned upside down and read as an estimate of the free-energy profile. Two questions arise: how many hills are enough, and how large an error does the hill height leave? The theorems below answer both questions for an idealised run on finitely many bins, in which each hill raises a single bin and always goes to a bin where the biased profile is lowest.

Take three bins with free energies $0, 5, 2$ kJ/mol and hills of $w = 1$ kJ/mol. Filling everything to the level of the highest bin takes $5 + 0 + 3 = 8$ kJ/mol, or eight hills. After seven hills the bias can be $(5, 0, 2)$, which gives the third bin a free energy of $3$ relative to the first instead of $2$, an error of one hill height. After the eighth hill the biased profile is exactly flat, and the ninth makes it uneven again.

## Profiles, spread and fill volume

In Lean 4 with Mathlib:

```lean
import Mathlib

open Filter Topology

namespace HillFilling

noncomputable section

/-- The highest value of a profile on finitely many bins. -/
def top {ι : Type*} [Fintype ι] [Nonempty ι] (G : ι → ℝ) : ℝ :=
  Finset.univ.sup' Finset.univ_nonempty G
```

The type `ι` is the set of bins, finite and not empty, and `G : ι → ℝ` assigns a real number $G(i)$ to each bin $i$. `top G` is $\max_i G(i)$.

```lean
/-- The spread of a profile: its highest value minus its lowest value. -/
def spread {ι : Type*} [Fintype ι] [Nonempty ι] (G : ι → ℝ) : ℝ :=
  top G - Finset.univ.inf' Finset.univ_nonempty G
```

The spread is $\max_i G(i) - \min_i G(i)$. It is zero exactly when the profile is flat.

```lean
/-- The volume needed to fill the profile `F` up to its highest value. -/
def fillVolume {ι : Type*} [Fintype ι] [Nonempty ι] (F : ι → ℝ) : ℝ :=
  ∑ i, (top F - F i)
```

For a free-energy profile $F$, this is the fill volume
$$S = \sum_i \bigl(\max F - F(i)\bigr).$$
Each bin counts with unit width, so $S$ is an energy.

## The filling rule

```lean
/-- A run of constant-height hill filling: the bias `V` starts at zero, and step `t` adds
a hill of height `w` to the bin `b t`, where the biased profile `F + V t` is lowest. -/
structure IsFilling {ι : Type*} [DecidableEq ι] (F : ι → ℝ) (w : ℝ) (b : ℕ → ι)
    (V : ℕ → ι → ℝ) : Prop where
  start : ∀ i, V 0 i = 0
  lowest : ∀ t i, F (b t) + V t (b t) ≤ F i + V t i
  step : ∀ t i, V (t + 1) i = V t i + if i = b t then w else 0
```

`IsFilling F w b V` is a statement about a whole run: `b t` is the bin $b_t$ chosen at step $t$, and `V t i` is the bias $V_t(i)$ after $t$ steps. Write $U_t = F + V_t$ for the biased profile. The three fields say:

- `start`: $V_0(i) = 0$ for every bin.
- `lowest`: $U_t(b_t) \le U_t(i)$ for every $i$. Ties may be broken in any way.
- `step`: $V_{t+1}(i) = V_t(i) + w$ if $i = b_t$, and $V_{t+1}(i) = V_t(i)$ otherwise.

The field `lowest` stands for a system that finds the lowest bin of the whole biased landscape before each deposition, whatever barriers lie in between. A real trajectory can stay in one well until the hills there help it over the barrier, and thermal fluctuations make it drop hills away from the minimum as well. Real hills also have a width, usually of several bins. The model has none of these features.

## Two facts about the spread

```lean
section General

variable {ι : Type*} [Fintype ι] [Nonempty ι]

/-- The difference between any two bins is at most the spread. -/
theorem sub_le_spread (G : ι → ℝ) (i j : ι) : G i - G j ≤ spread G := by
  have h1 : G i ≤ top G := Finset.le_sup' G (Finset.mem_univ i)
  have h2 : Finset.univ.inf' Finset.univ_nonempty G ≤ G j :=
    Finset.inf'_le G (Finset.mem_univ j)
  unfold spread
  linarith
```

For any bins $i, j$ we have $G(i) \le \max G$ and $\min G \le G(j)$. Subtracting gives $G(i) - G(j) \le \max G - \min G$. The tactic `linarith` does this last step, as it does for linear inequalities throughout.

```lean
/-- The spread is the difference between the values at some bins `i` and `j`, which may coincide. -/
theorem exists_spread_eq (G : ι → ℝ) : ∃ i j, spread G = G i - G j := by
  obtain ⟨i, _, hi⟩ := Finset.exists_mem_eq_sup' Finset.univ_nonempty G
  obtain ⟨j, _, hj⟩ := Finset.exists_mem_eq_inf' Finset.univ_nonempty G
  exact ⟨i, j, by unfold spread top; rw [hi, hj]⟩
```

On finitely many bins the maximum is attained at some $i$ and the minimum at some $j$, so the spread equals $G(i) - G(j)$ for that pair. Each of the next three proofs picks such a pair.

## Once within one hill height, always within it

```lean
variable [DecidableEq ι] {F : ι → ℝ} {w : ℝ} {b : ℕ → ι} {V : ℕ → ι → ℝ}

/-- For hills of positive height, a spread of at most one hill height is preserved by the
next step. -/
theorem spread_step_le (hw : 0 < w) (h : IsFilling F w b V) (t : ℕ)
    (hs : spread (F + V t) ≤ w) : spread (F + V (t + 1)) ≤ w := by
  obtain ⟨i, j, e⟩ := exists_spread_eq (F + V (t + 1))
  have hij := sub_le_spread (F + V t) i j
  have hi' := h.lowest t i
  have hj' := h.lowest t j
  have eb : ∀ k, k = b t → F k + V t k = F (b t) + V t (b t) := by
    rintro k rfl
    rfl
  rw [e]
  simp only [Pi.add_apply, h.step] at hij ⊢
  -- either bin may be the one that was just lifted
  split_ifs with hi hj hj
  · linarith [eb i hi, eb j hj]
  · linarith [eb i hi]
  · linarith [eb j hj]
  · linarith
```

Let $\Delta_t$ be the spread of $U_t$. The claim is that $\Delta_t \le w$ implies $\Delta_{t+1} \le w$. Choose $i, j$ with $\Delta_{t+1} = U_{t+1}(i) - U_{t+1}(j)$. The tactic `split_ifs` separates four cases, according to which of the two bins was lifted:

1. Both: then $i = j = b_t$ and the difference is $0$.
2. Only $i$: the difference is $U_t(b_t) + w - U_t(j) \le w$, because $b_t$ was lowest.
3. Only $j$: the difference is $U_t(i) - U_t(j) - w \le \Delta_t - w \le 0$.
4. Neither: the difference is $U_t(i) - U_t(j) \le \Delta_t \le w$.

## No bin overflows while the spread is large

```lean
/-- For hills of positive height, as long as the spread exceeds one hill height, no bin of
the biased profile lies above the highest value of `F`. -/
theorem le_top_of_lt_spread (hw : 0 < w) (h : IsFilling F w b V) (t : ℕ)
    (hs : w < spread (F + V t)) (i : ι) : F i + V t i ≤ top F := by
  induction t generalizing i with
  | zero =>
    rw [h.start, add_zero]
    exact Finset.le_sup' F (Finset.mem_univ i)
  | succ t ih =>
    have hs' : w < spread (F + V t) := by
      by_contra hc
      exact absurd (spread_step_le hw h t (not_lt.1 hc)) (not_le.2 hs)
    rw [h.step]
    split_ifs with hi
    · -- the lifted bin was more than `w` below some other bin
      obtain ⟨k, l, e⟩ := exists_spread_eq (F + V t)
      rw [e] at hs'
      simp only [Pi.add_apply] at hs'
      have hl := h.lowest t l
      have hk := ih (by rw [e]; exact hs') k
      rw [hi]
      linarith
    · linarith [ih hs' i]
```

The claim is that if $\Delta_t > w$, then $U_t(i) \le \max F$ for every $i$. The proof is by induction on $t$. At $t = 0$ the biased profile is $F$ itself.

For the step, suppose $\Delta_{t+1} > w$. By the previous theorem $\Delta_t > w$ as well, so the induction hypothesis `ih` puts every bin at or below $\max F$ after $t$ steps. Bins that were not lifted stay there. For the lifted bin, take $k, l$ with $U_t(k) - U_t(l) = \Delta_t > w$. Then
$$U_t(b_t) + w \le U_t(l) + w < U_t(k) \le \max F.$$

## Counting the hills

```lean
/-- For hills of positive height, if the spread after `t` steps still exceeds one hill
height, then `t + 1` hills have less volume than the fill volume of `F`. -/
theorem lt_fillVolume (hw : 0 < w) (h : IsFilling F w b V) (t : ℕ)
    (hs : w < spread (F + V t)) : ((t : ℝ) + 1) * w < fillVolume F := by
  -- the bias deposited in `t` steps has volume `t * w`
  have hvol : ∀ s : ℕ, ∑ i, V s i = s * w := by
    intro s
    induction s with
    | zero => simp [h.start]
    | succ s ih =>
      simp only [h.step, Finset.sum_add_distrib, ih, Finset.sum_ite_eq', Finset.mem_univ,
        if_true]
      push_cast
      ring
  have hsum : ∑ k, (top F - (F k + V t k)) = fillVolume F - t * w := by
    rw [← hvol t]
    unfold fillVolume
    rw [← Finset.sum_sub_distrib]
    exact Finset.sum_congr rfl fun k _ => by ring
  have hM := le_top_of_lt_spread hw h t hs
  obtain ⟨i, j, e⟩ := exists_spread_eq (F + V t)
  rw [e] at hs
  simp only [Pi.add_apply] at hs
  -- one bin alone still lacks more than `w`
  have hj : top F - (F j + V t j) ≤ ∑ k, (top F - (F k + V t k)) :=
    Finset.single_le_sum (f := fun k => top F - (F k + V t k))
      (fun k _ => sub_nonneg.2 (hM k)) (Finset.mem_univ j)
  linarith [hM i]
```

Each step deposits $w$ in total, so $\sum_i V_t(i) = t\,w$; this is `hvol`. The volume still to be filled is therefore
$$\sum_k \bigl(\max F - U_t(k)\bigr) = S - t\,w,$$
which is `hsum`. Suppose $\Delta_t > w$. No term of the sum is negative, by the previous theorem, so the sum is at least as large as any one term. Take $i, j$ with $U_t(i) - U_t(j) = \Delta_t$. The term for $j$ satisfies
$$\max F - U_t(j) \ge U_t(i) - U_t(j) > w.$$
Hence $S - t\,w > w$, that is, $(t+1)\,w < S$.

## Reading free energies from the bias

```lean
/-- For hills of positive height, once `t + 1` hills have at least the fill volume of `F`,
differences of the bias after `t` steps give the free-energy differences, with opposite
sign, to within one hill height. -/
theorem bias_accuracy (hw : 0 < w) (h : IsFilling F w b V) (t : ℕ)
    (ht : fillVolume F ≤ ((t : ℝ) + 1) * w) (i j : ι) :
    |(V t i - V t j) - (F j - F i)| ≤ w := by
  have hs : spread (F + V t) ≤ w := by
    by_contra hc
    linarith [lt_fillVolume hw h t (not_le.1 hc)]
  have h1 := sub_le_spread (F + V t) i j
  have h2 := sub_le_spread (F + V t) j i
  simp only [Pi.add_apply] at h1 h2
  exact abs_le.2 ⟨by linarith, by linarith⟩

end General
```

If $(t+1)\,w \ge S$, the previous theorem rules out $\Delta_t > w$. So $|U_t(i) - U_t(j)| \le w$ for all $i, j$, and writing out $U_t$ gives
$$\bigl|(V_t(i) - V_t(j)) - (F(j) - F(i))\bigr| \le w.$$
This is the step of turning the bias upside down, with its error bound. In the three-bin example the condition holds from $t = 7$ on, and the error found there equals the bound. In this model, halving $w$ halves the guaranteed error and doubles $S/w$.

## Why the profile does not settle to flat

```lean
section Main

variable {ι : Type*} [Fintype ι] [Nontrivial ι] [DecidableEq ι]
  {F : ι → ℝ} {w : ℝ} {b : ℕ → ι} {V : ℕ → ι → ℝ}

/-- With at least two bins, the spreads before and after a step sum to at least one hill
height. -/
theorem le_spread_add_spread (h : IsFilling F w b V) (t : ℕ) :
    w ≤ spread (F + V t) + spread (F + V (t + 1)) := by
  obtain ⟨j, hj⟩ := exists_ne (b t)
  have e1 : V (t + 1) (b t) = V t (b t) + w := by simp [h.step]
  have e2 : V (t + 1) j = V t j := by simp [h.step, hj]
  have h1 := sub_le_spread (F + V t) j (b t)
  have h2 := sub_le_spread (F + V (t + 1)) (b t) j
  simp only [Pi.add_apply] at h1 h2
  linarith
```

`Nontrivial ι` says that there are at least two bins, so some bin $j$ differs from $b_t$. Compare the two before and after the step:
$$U_t(j) - U_t(b_t) \le \Delta_t, \qquad U_t(b_t) + w - U_t(j) \le \Delta_{t+1}.$$
Adding these gives $w \le \Delta_t + \Delta_{t+1}$. With a single bin the spread is always $0$, and the inequality fails for every $w > 0$.

```lean
/-- Hill filling on at least two bins with hills of height `w > 0`: after at most
(fill volume)/`w` steps the spread of the biased profile is at most `w` and stays so, yet
consecutive spreads always sum to at least `w`, and the spread does not tend to zero. -/
theorem hill_filling (hw : 0 < w) (h : IsFilling F w b V) :
    (∃ T : ℕ, (T : ℝ) ≤ (∑ i, (top F - F i)) / w ∧ ∀ t ≥ T, spread (F + V t) ≤ w) ∧
    (∀ t, w ≤ spread (F + V t) + spread (F + V (t + 1))) ∧
    ¬ Tendsto (fun t => spread (F + V t)) atTop (𝓝 0) := by
  refine ⟨⟨⌊fillVolume F / w⌋₊, ?_, ?_⟩, le_spread_add_spread h, ?_⟩
  · have h0 : 0 ≤ fillVolume F :=
      Finset.sum_nonneg fun i _ => sub_nonneg.2 (Finset.le_sup' F (Finset.mem_univ i))
    exact Nat.floor_le (div_nonneg h0 hw.le)
  · intro t ht
    by_contra hc
    have h1 := lt_fillVolume hw h t (not_le.1 hc)
    have h2 := (div_lt_iff₀ hw).1 (Nat.lt_floor_add_one (fillVolume F / w))
    have h3 : ((⌊fillVolume F / w⌋₊ : ℕ) : ℝ) ≤ t := Nat.cast_le.2 ht
    nlinarith
  · -- a limit of zero would force `w ≤ 0 + 0`
    intro hl
    have hl' : Tendsto (fun t => spread (F + V (t + 1))) atTop (𝓝 0) :=
      hl.comp (tendsto_add_atTop_nat 1)
    have := ge_of_tendsto' (hl.add hl') (le_spread_add_spread h)
    linarith

end Main
```

The main theorem takes a hill height $w > 0$ and a run `h`, and joins three statements by `∧`:

- There is a step number $T \le S/w$ with $\Delta_t \le w$ for all $t \ge T$.
- $w \le \Delta_t + \Delta_{t+1}$ for all $t$.
- $\Delta_t$ does not tend to $0$ as $t \to \infty$; this is the line with `Tendsto`.

For the first, take $T = \lfloor S/w \rfloor$. If $t \ge T$, then $t + 1 > S/w$, so $(t+1)\,w > S$, and $\Delta_t > w$ would contradict `lt_fillVolume`. The second is the preceding theorem. For the third, if $\Delta_t \to 0$, then $\Delta_{t+1} \to 0$ too, and the limit of the sum would give $w \le 0$.

The spread may still vanish at single steps, as it does after eight hills in the example, but the next spread is then at least $w$.

The first statement fails if `lowest` is deleted and the bins may be chosen freely. Take two bins with $F = 0$ and put every hill on the same one: the spread after $t$ steps is $t\,w$, which exceeds $w$ from $t = 2$ on.

## A two-bin run that attains the lower bound

```lean
/-- The bias of a two-bin run in which the hills go alternately to the first and the
second bin. -/
def alternatingBias (w : ℝ) (t : ℕ) : Fin 2 → ℝ :=
  ![w * ((t + 1) / 2 : ℕ), w * (t / 2 : ℕ)]
```

The type `Fin 2` has the two elements $0$ and $1$. Division of natural numbers rounds down, so the bias is $V_t(0) = w \lfloor (t+1)/2 \rfloor$ and $V_t(1) = w \lfloor t/2 \rfloor$.

```lean
/-- On two bins, the spread is the absolute difference of the two values. -/
theorem spread_fin_two (G : Fin 2 → ℝ) : spread G = |G 0 - G 1| := by
  apply le_antisymm
  · have key : ∀ i j, G i - G j ≤ |G 0 - G 1| := by
      simp only [Fin.forall_fin_two]
      exact ⟨⟨by simp, le_abs_self _⟩, ⟨by rw [abs_sub_comm]; exact le_abs_self _, by simp⟩⟩
    obtain ⟨i, j, e⟩ := exists_spread_eq G
    rw [e]
    exact key i j
  · exact abs_sub_le_iff.2 ⟨sub_le_spread G 0 1, sub_le_spread G 1 0⟩
```

With two bins, each difference $G(i) - G(j)$ is $0$ or $\pm(G(0) - G(1))$, so the spread is at most $|G(0) - G(1)|$. The reverse inequality is `sub_le_spread` applied in both orders.

```lean
/-- For `w > 0` and two bins with free energies `0` and `w / 2`, alternating hills form a
hill-filling run whose spread is `w / 2` at every step. -/
theorem isFilling_witness {w : ℝ} (hw : 0 < w) :
    IsFilling ![0, w / 2] w (fun t => if t % 2 = 0 then 0 else 1) (alternatingBias w) ∧
    ∀ t, spread (![0, w / 2] + alternatingBias w t) = w / 2 := by
  -- the values of the bias after an even and after an odd number of steps
  have v0 : ∀ t, alternatingBias w t 0 = w * ((t + 1) / 2 : ℕ) := fun _ => rfl
  have v1 : ∀ t, alternatingBias w t 1 = w * (t / 2 : ℕ) := fun _ => rfl
  have f0 : (![0, w / 2] : Fin 2 → ℝ) 0 = 0 := rfl
  have f1 : (![0, w / 2] : Fin 2 → ℝ) 1 = w / 2 := rfl
  have r : ∀ t : ℕ, (t + 1 + 1) / 2 = t / 2 + 1 := fun t => by omega
  refine ⟨⟨?_, ?_, ?_⟩, ?_⟩
  · refine Fin.forall_fin_two.2 ⟨?_, ?_⟩
    · rw [v0]; norm_num
    · rw [v1]; norm_num
  · intro t
    rcases Nat.mod_two_eq_zero_or_one t with p | p
    · have q : (t + 1) / 2 = t / 2 := by omega
      rw [if_pos p]
      refine Fin.forall_fin_two.2 ⟨le_rfl, ?_⟩
      rw [v0, v1, f0, f1, q]
      linarith
    · have q : (t + 1) / 2 = t / 2 + 1 := by omega
      rw [if_neg (by omega)]
      refine Fin.forall_fin_two.2 ⟨?_, le_rfl⟩
      rw [v0, v1, f0, f1, q]
      push_cast
      linarith
  · intro t
    rcases Nat.mod_two_eq_zero_or_one t with p | p
    · have q : (t + 1) / 2 = t / 2 := by omega
      rw [if_pos p]
      refine Fin.forall_fin_two.2 ⟨?_, ?_⟩
      · rw [v0, v0, r, q, if_pos rfl]
        push_cast
        ring
      · rw [v1, v1, q, if_neg (by decide), add_zero]
    · have q : (t + 1) / 2 = t / 2 + 1 := by omega
      rw [if_neg (by omega)]
      refine Fin.forall_fin_two.2 ⟨?_, ?_⟩
      · rw [v0, v0, r, q, if_neg (by decide), add_zero]
      · rw [v1, v1, q, if_pos rfl]
        push_cast
        ring
  · intro t
    rw [spread_fin_two, Pi.add_apply, Pi.add_apply, v0, v1, f0, f1]
    rcases Nat.mod_two_eq_zero_or_one t with p | p
    · have q : (t + 1) / 2 = t / 2 := by omega
      rw [q, abs_of_nonpos (by linarith)]
      ring
    · have q : (t + 1) / 2 = t / 2 + 1 := by omega
      rw [q, Nat.cast_add, Nat.cast_one, abs_of_nonneg (by linarith)]
      ring

end

end HillFilling
```

Let $F = (0, w/2)$ and $q = \lfloor t/2 \rfloor$. The biased profile is
$$U_t = \begin{cases} (qw,\; qw + w/2) & t \text{ even},\\ (qw + w,\; qw + w/2) & t \text{ odd}.\end{cases}$$
Bin $0$ is lowest at even $t$ and bin $1$ at odd $t$, which is where the hills go, so all three fields of `IsFilling` hold. The proof splits on the parity of $t$ in the same way, and `omega` settles the rounded divisions.

The spread is $w/2$ at every step. Two consecutive spreads then sum to exactly $w$, so the lower bound in the main theorem is the best possible for two bins. The run also shows that a spread can converge, here to $w/2$, although never to zero.

```lean
#print axioms HillFilling.bias_accuracy
-- 'HillFilling.bias_accuracy' depends on axioms: [propext, Classical.choice, Quot.sound]
#print axioms HillFilling.hill_filling
-- 'HillFilling.hill_filling' depends on axioms: [propext, Classical.choice, Quot.sound]
```
